# Exchange with augmented orbitals: nonpositive and unitarily invariant for orthonormal orbitals and a positive semidefinite kernel

## One orbital on one grid point

Take a single grid point, a single orbital with amplitude $x=1/2$, and one projector channel with projector $1$ and augmentation charge $3$. The bare density is $|x|^2=1/4$. The augmentation adds $\bar x\cdot 3\cdot x=3/4$, so the total charge is $n=1$.

An interaction $K\ge 0$ then gives the exchange energy $-\bar n K n=-K\le 0$. Replacing $x$ by $e^{i\theta}x$ changes neither $n$ nor the energy. Without the augmentation the charge would be $1/4$ and the energy $-K/16$.

With several orbitals, the phase becomes a unitary matrix and the density becomes a matrix of pair densities.

## Pair densities and the overlap operator

Let the columns $x_i$ of $X$ be the orbitals on a finite grid, and let the columns of $P$ be the projector functions. At each grid point $r$, a matrix $Q_r$ describes the augmentation charge that the channels place there. With $\dagger$ for the conjugate transpose, the augmented pair density is

$$n_{ij}(r)=\overline{X_{ri}}\,X_{rj}+(P^\dagger x_i)^\dagger Q_r(P^\dagger x_j).$$

The total augmentation $q=\sum_r Q_r$ enters the overlap operator $S=1+PqP^\dagger$. The exchange energy is

$$E(X)=-\sum_{ij}n_{ij}^\dagger K n_{ij},$$

where $K$ stands for the electron–electron interaction on the grid. Its positive semidefiniteness says that no charge distribution has a negative electrostatic self-energy.

## What is stated

The main theorem, `augmented_exchange`, assumes $X^\dagger SX=1$ and $K$ positive semidefinite. It concludes that $\sum_r n_{ij}(r)=\delta_{ij}$, that $E(X)\le0$, and that $E(XU)=E(X)$ for every unitary $U$.

In the Lean file, `G`, `m` and `p` are the finite sets of grid points, orbitals and channels. The definitions `overlap`, `pairDensity` and `exchangeEnergy` are $S$, $n_{ij}$ and $E$. The energy has type `ℂ`, and in the order used there `≤ 0` also says that the imaginary part vanishes. `K.PosSemidef` includes that $K$ is Hermitian. The matrices $Q_r$ are arbitrary; a physical model would take them Hermitian.

Grid weights are set to one, all orbitals are equally occupied, and spin factors and the usual prefactor $1/2$ are left out. The one-centre exchange corrections of a full projector augmented-wave calculation are absent, and $K$ is given rather than derived from the Coulomb law.

For hybrid-functional calculations, the invariance means that this finite-grid exchange term, with equally occupied orbitals, takes the same value in localised and in delocalised orbitals related by a unitary matrix.

## Charges from a local density operator

Let $e_r$ be the unit vector at grid point $r$, and define

$$D_r=e_re_r^\dagger+PQ_rP^\dagger.$$

Its matrix elements between orbitals are the pair densities:

$$(X^\dagger D_rX)_{ij}=\overline{X_{ri}}X_{rj}+(P^\dagger x_i)^\dagger Q_r(P^\dagger x_j)=n_{ij}(r).$$

The point projectors sum to the identity, so

$$\sum_rD_r=1+P\Big(\sum_rQ_r\Big)P^\dagger=S,\qquad \sum_rn_{ij}(r)=(X^\dagger SX)_{ij}.$$

The charges are therefore $\delta_{ij}$ exactly when $X^\dagger SX=1$.

## Invariance from a trace

Write $N_r=X^\dagger D_rX$, the matrix with entries $n_{ij}(r)$. Expanding the exchange energy and moving the orbital sums inside gives

$$E(X)=-\sum_{rs}K_{rs}\sum_{ij}\overline{(N_r)_{ij}}(N_s)_{ij}=-\sum_{rs}K_{rs}\operatorname{tr}(N_r^\dagger N_s).$$

Under $X\to XU$ each $N_r$ becomes $U^\dagger N_rU$. Since $UU^\dagger=1$ and the trace is cyclic,

$$\operatorname{tr}(U^\dagger N_r^\dagger UU^\dagger N_sU)=\operatorname{tr}(U^\dagger N_r^\dagger N_sU)=\operatorname{tr}(N_r^\dagger N_s).$$

This step uses neither orthonormality nor any property of $K$.

## The sign of the energy

Each term $n_{ij}^\dagger Kn_{ij}$ is real and nonnegative when $K$ is positive semidefinite, so $E(X)\le0$.

If $K$ is positive definite and there is at least one orbital $x_i$, orthonormality gives $\sum_rn_{ii}(r)=1$. Hence $n_{ii}\neq0$ and $n_{ii}^\dagger Kn_{ii}>0$. The other terms cannot cancel this one, so $E(X)<0$.

## The Lean file

```lean
import Mathlib

open Matrix
open scoped ComplexOrder

namespace PAWExchange

noncomputable section

variable {G m p : Type*} [Fintype G] [DecidableEq G] [Fintype m] [DecidableEq m] [Fintype p]

/-- The augmented overlap operator `S = 1 + P q Pᴴ`, where `q = ∑ r, Q r` collects the
total augmentation charges. -/
def overlap (P : Matrix G p ℂ) (Q : G → Matrix p p ℂ) : Matrix G G ℂ :=
  1 + P * (∑ r, Q r) * Pᴴ

/-- The augmented density operator at the grid point `r`: the projector on that point plus
the augmentation term `P Q_r Pᴴ`. -/
def densityOp (P : Matrix G p ℂ) (Q : G → Matrix p p ℂ) (r : G) : Matrix G G ℂ :=
  Matrix.diagonal (Pi.single r 1 : G → ℂ) + P * Q r * Pᴴ

/-- The augmented pair density `n_ij(r) = conj(x_i(r)) x_j(r) + (Pᴴ x_i)ᴴ Q_r (Pᴴ x_j)`,
where the orbitals `x_i` are the columns of `X`. -/
def pairDensity (P : Matrix G p ℂ) (Q : G → Matrix p p ℂ) (X : Matrix G m ℂ)
    (i j : m) : G → ℂ :=
  fun r => star (X r i) * X r j + ((Pᴴ * X)ᴴ * Q r * (Pᴴ * X)) i j

/-- The exchange energy `-∑_ij n_ijᴴ K n_ij` of the orbitals `X` with interaction kernel `K`
on the grid. -/
def exchangeEnergy (K : Matrix G G ℂ) (P : Matrix G p ℂ) (Q : G → Matrix p p ℂ)
    (X : Matrix G m ℂ) : ℂ :=
  -∑ i, ∑ j, star (pairDensity P Q X i j) ⬝ᵥ (K *ᵥ pairDensity P Q X i j)

omit [Fintype m] [DecidableEq m] in
/-- The pair density at `r` is the matrix element of the augmented density operator at `r`
between the two orbitals. -/
theorem pairDensity_eq (P : Matrix G p ℂ) (Q : G → Matrix p p ℂ) (X : Matrix G m ℂ)
    (i j : m) (r : G) :
    pairDensity P Q X i j r = (Xᴴ * densityOp P Q r * X) i j := by
  have h1 : (Xᴴ * Matrix.diagonal (Pi.single r 1 : G → ℂ) * X) i j
      = star (X r i) * X r j := by
    rw [Matrix.mul_apply]
    simp [Matrix.mul_diagonal, Pi.single_apply]
  have h2 : (Pᴴ * X)ᴴ * Q r * (Pᴴ * X) = Xᴴ * (P * Q r * Pᴴ) * X := by
    simp only [Matrix.conjTranspose_mul, Matrix.conjTranspose_conjTranspose, Matrix.mul_assoc]
  rw [densityOp, Matrix.mul_add, Matrix.add_mul, Matrix.add_apply, h1, ← h2, pairDensity]

/-- The augmented density operators of all grid points add up to the overlap operator. -/
theorem sum_densityOp (P : Matrix G p ℂ) (Q : G → Matrix p p ℂ) :
    ∑ r, densityOp P Q r = overlap P Q := by
  have h : ∑ r : G, Matrix.diagonal (Pi.single r 1 : G → ℂ) = 1 := by
    ext a b
    by_cases hab : a = b
    · subst hab
      simp [Matrix.sum_apply, Pi.single_apply]
    · simp [Matrix.sum_apply, Matrix.diagonal_apply_ne _ hab, Matrix.one_apply_ne hab]
  simp only [densityOp, overlap, Finset.sum_add_distrib, h, Matrix.mul_sum, Matrix.sum_mul]

omit [Fintype m] [DecidableEq m] in
/-- The total charge of a pair density is the overlap matrix element of the two orbitals. -/
theorem pair_charge (P : Matrix G p ℂ) (Q : G → Matrix p p ℂ) (X : Matrix G m ℂ) (i j : m) :
    ∑ r, pairDensity P Q X i j r = (Xᴴ * overlap P Q * X) i j := by
  rw [← sum_densityOp, Matrix.mul_sum, Matrix.sum_mul, Matrix.sum_apply]
  exact Finset.sum_congr rfl fun r _ => pairDensity_eq P Q X i j r

omit [Fintype m] in
/-- The pair densities carry the charges `δ_ij` exactly when the orbitals are orthonormal
with respect to the augmented overlap. -/
theorem pair_charge_eq_delta_iff (P : Matrix G p ℂ) (Q : G → Matrix p p ℂ)
    (X : Matrix G m ℂ) :
    (∀ i j, ∑ r, pairDensity P Q X i j r = if i = j then 1 else 0) ↔
      Xᴴ * overlap P Q * X = 1 := by
  constructor
  · intro h
    ext i j
    rw [← pair_charge, h, Matrix.one_apply]
  · intro h i j
    rw [pair_charge, h, Matrix.one_apply]

omit [DecidableEq m] in
/-- The exchange energy is minus the sum over pairs of grid points of the kernel times the trace
overlap of the pair-density matrices at the two points. -/
theorem exchangeEnergy_eq_trace (K : Matrix G G ℂ) (P : Matrix G p ℂ)
    (Q : G → Matrix p p ℂ) (X : Matrix G m ℂ) :
    exchangeEnergy K P Q X = -∑ r, ∑ s, K r s *
      Matrix.trace ((Xᴴ * densityOp P Q r * X)ᴴ * (Xᴴ * densityOp P Q s * X)) := by
  -- exchange the orbital sums with the grid sums
  have reorder : ∀ F : m → m → G → G → ℂ,
      ∑ i, ∑ j, ∑ r, ∑ s, F i j r s = ∑ r, ∑ s, ∑ j, ∑ i, F i j r s := by
    intro F
    calc ∑ i, ∑ j, ∑ r, ∑ s, F i j r s
        = ∑ j, ∑ i, ∑ r, ∑ s, F i j r s := Finset.sum_comm
      _ = ∑ j, ∑ r, ∑ i, ∑ s, F i j r s :=
          Finset.sum_congr rfl fun _ _ => Finset.sum_comm
      _ = ∑ r, ∑ j, ∑ i, ∑ s, F i j r s := Finset.sum_comm
      _ = ∑ r, ∑ j, ∑ s, ∑ i, F i j r s :=
          Finset.sum_congr rfl fun _ _ => Finset.sum_congr rfl fun _ _ => Finset.sum_comm
      _ = ∑ r, ∑ s, ∑ j, ∑ i, F i j r s :=
          Finset.sum_congr rfl fun _ _ => Finset.sum_comm
  have key : ∀ N : G → Matrix m m ℂ,
      ∑ i, ∑ j, star (fun r => N r i j) ⬝ᵥ (K *ᵥ fun r => N r i j)
        = ∑ r, ∑ s, K r s * Matrix.trace ((N r)ᴴ * N s) := by
    intro N
    simp only [dotProduct, Matrix.mulVec, Matrix.trace, Matrix.diag_apply, Matrix.mul_apply,
      Matrix.conjTranspose_apply, Pi.star_apply, Finset.mul_sum]
    refine (reorder fun i j r s => star (N r i j) * (K r s * N s i j)).trans ?_
    refine Finset.sum_congr rfl fun r _ => Finset.sum_congr rfl fun s _ =>
      Finset.sum_congr rfl fun j _ => Finset.sum_congr rfl fun i _ => ?_
    ring
  have hn : ∀ i j, pairDensity P Q X i j = fun r => (Xᴴ * densityOp P Q r * X) i j :=
    fun i j => funext (pairDensity_eq P Q X i j)
  simp only [exchangeEnergy, hn]
  exact congrArg Neg.neg (key fun r => Xᴴ * densityOp P Q r * X)

/-- Unitary mixing of the orbitals leaves the augmented exchange energy unchanged, for any
kernel. -/
theorem exchangeEnergy_unitary (K : Matrix G G ℂ) (P : Matrix G p ℂ)
    (Q : G → Matrix p p ℂ) (X : Matrix G m ℂ) {U : Matrix m m ℂ}
    (hU : U ∈ Matrix.unitaryGroup m ℂ) :
    exchangeEnergy K P Q (X * U) = exchangeEnergy K P Q X := by
  have hU' : U * Uᴴ = 1 := Matrix.mem_unitaryGroup_iff.mp hU
  -- mixing conjugates the pair-density matrix at every grid point
  have e : ∀ r, (X * U)ᴴ * densityOp P Q r * (X * U)
      = Uᴴ * (Xᴴ * densityOp P Q r * X) * U := by
    intro r
    simp only [Matrix.conjTranspose_mul, Matrix.mul_assoc]
  have t : ∀ A B : Matrix m m ℂ,
      Matrix.trace ((Uᴴ * A * U)ᴴ * (Uᴴ * B * U)) = Matrix.trace (Aᴴ * B) := by
    intro A B
    calc Matrix.trace ((Uᴴ * A * U)ᴴ * (Uᴴ * B * U))
        = Matrix.trace (Uᴴ * (Aᴴ * (U * Uᴴ) * B * U)) := by
          simp only [Matrix.conjTranspose_mul, Matrix.conjTranspose_conjTranspose,
            Matrix.mul_assoc]
      _ = Matrix.trace (Aᴴ * B) := by
          rw [Matrix.trace_mul_comm, hU', Matrix.mul_one, Matrix.mul_assoc, hU', Matrix.mul_one]
  simp only [exchangeEnergy_eq_trace, e, t]

/-- For orbitals orthonormal in the augmented overlap and a positive semidefinite kernel, the
pair densities have charges `δ_ij`, and the exchange energy is real, nonpositive and invariant
under unitary mixing of the orbitals. -/
theorem augmented_exchange (K : Matrix G G ℂ) (P : Matrix G p ℂ) (Q : G → Matrix p p ℂ)
    (X : Matrix G m ℂ) (hX : Xᴴ * overlap P Q * X = 1) (hK : K.PosSemidef) :
    (∀ i j, ∑ r, pairDensity P Q X i j r = if i = j then 1 else 0) ∧
      exchangeEnergy K P Q X ≤ 0 ∧
      ∀ U ∈ Matrix.unitaryGroup m ℂ,
        exchangeEnergy K P Q (X * U) = exchangeEnergy K P Q X := by
  refine ⟨(pair_charge_eq_delta_iff P Q X).mpr hX, ?_,
    fun U hU => exchangeEnergy_unitary K P Q X hU⟩
  exact neg_nonpos.mpr (Finset.sum_nonneg fun i _ => Finset.sum_nonneg fun j _ =>
    hK.dotProduct_mulVec_nonneg _)

/-- With a positive definite kernel and at least one orbital, the exchange energy of orbitals
orthonormal in the augmented overlap is strictly negative. -/
theorem exchangeEnergy_neg [Nonempty m] (K : Matrix G G ℂ) (P : Matrix G p ℂ)
    (Q : G → Matrix p p ℂ) (X : Matrix G m ℂ) (hX : Xᴴ * overlap P Q * X = 1)
    (hK : K.PosDef) : exchangeEnergy K P Q X < 0 := by
  obtain ⟨i⟩ := ‹Nonempty m›
  -- the density of an orbital has unit charge, so it cannot vanish
  have hne : pairDensity P Q X i i ≠ 0 := by
    intro h0
    have h1 := (pair_charge_eq_delta_iff P Q X).mpr hX i i
    simp [h0] at h1
  have hnn : ∀ k l, 0 ≤ star (pairDensity P Q X k l) ⬝ᵥ (K *ᵥ pairDensity P Q X k l) :=
    fun k l => hK.posSemidef.dotProduct_mulVec_nonneg _
  refine neg_lt_zero.mpr (Finset.sum_pos' (fun k _ => Finset.sum_nonneg fun l _ => hnn k l)
    ⟨i, Finset.mem_univ i, ?_⟩)
  exact Finset.sum_pos' (fun l _ => hnn i l)
    ⟨i, Finset.mem_univ i, hK.dotProduct_mulVec_pos hne⟩

/-- Two orbitals on two grid points with one projector channel that are orthonormal in the
augmented overlap but not in the bare one. -/
theorem orthonormal_witness :
    (!![1 / 2, 0; 0, 1] : Matrix (Fin 2) (Fin 2) ℂ)ᴴ *
        overlap (!![1; 0] : Matrix (Fin 2) (Fin 1) ℂ) ![!![2], !![1]] *
        !![1 / 2, 0; 0, 1] = 1 ∧
      (!![1 / 2, 0; 0, 1] : Matrix (Fin 2) (Fin 2) ℂ)ᴴ * !![1 / 2, 0; 0, 1] ≠ 1 := by

  have hX : (!![1 / 2, 0; 0, 1] : Matrix (Fin 2) (Fin 2) ℂ)ᴴ = !![1 / 2, 0; 0, 1] := by
    ext i j
    fin_cases i <;> fin_cases j <;> simp [Matrix.conjTranspose_apply]
  have hP : (!![1; 0] : Matrix (Fin 2) (Fin 1) ℂ)ᴴ = !![1, 0] := by
    ext i j
    fin_cases i
    fin_cases j <;> simp [Matrix.conjTranspose_apply]
  have hQ : ∑ r, (![!![2], !![1]] : Fin 2 → Matrix (Fin 1) (Fin 1) ℂ) r = !![3] := by
    rw [Fin.sum_univ_two]
    ext i j
    fin_cases i
    fin_cases j
    norm_num
  -- the augmented overlap is diagonal with entries 4 and 1
  have hS : overlap (!![1; 0] : Matrix (Fin 2) (Fin 1) ℂ) ![!![2], !![1]]
      = !![4, 0; 0, 1] := by
    rw [overlap, hQ, hP, Matrix.one_fin_two]
    ext i j
    fin_cases i <;> fin_cases j <;> norm_num [Matrix.mul_apply]
  rw [hX, hS]
  constructor
  · rw [Matrix.one_fin_two]
    ext i j
    fin_cases i <;> fin_cases j <;> norm_num [Matrix.mul_apply, Fin.sum_univ_two]
  · intro h
    have h00 := congrFun (congrFun h 0) 0
    norm_num [Matrix.mul_apply, Fin.sum_univ_two] at h00

end

end PAWExchange
```

```lean
#print axioms PAWExchange.augmented_exchange
-- 'PAWExchange.augmented_exchange' depends on axioms: [propext, Classical.choice, Quot.sound]
#print axioms PAWExchange.exchangeEnergy_neg
-- 'PAWExchange.exchangeEnergy_neg' depends on axioms: [propext, Classical.choice, Quot.sound]
```

## How the proof follows the derivation

**Charges.** `pairDensity_eq` identifies $n_{ij}(r)$ with a matrix element of `densityOp`, which is $D_r$. Its step `h1` evaluates the point projector, and `h2` regroups the augmentation product. `sum_densityOp` checks entry by entry that the point projectors sum to the identity, then pulls the sum over $Q_r$ through the products with $P$ and $P^\dagger$. `pair_charge` combines the two lemmas, and `pair_charge_eq_delta_iff` reads the resulting matrix equation in both directions.

**Trace form.** In `exchangeEnergy_eq_trace`, `reorder` moves the orbital sums inside the grid sums by repeated exchanges of neighbouring sums. `key` expands the quadratic form and the trace and matches them term by term, and `hn` inserts the pair densities.

**Mixing.** In `exchangeEnergy_unitary`, `e` is the rule $N_r\to U^\dagger N_rU$ and `t` is the trace identity. There `Matrix.trace_mul_comm` moves the leading $U^\dagger$ to the end, after which both factors $UU^\dagger$ reduce to the identity.

**Sign.** `augmented_exchange` gets the inequality by summing nonnegative quadratic forms. `exchangeEnergy_neg` first shows that a vanishing $n_{ii}$ would contradict its unit charge. It then applies `Finset.sum_pos'` twice, once for each orbital sum, with the term $n_{ii}^\dagger Kn_{ii}$ as the positive one.

**An explicit instance.** `orthonormal_witness` has two orbitals on two grid points, with $X=\operatorname{diag}(1/2,1)$ and $S=\operatorname{diag}(4,1)$. Thus $X^\dagger SX=1$ while $X^\dagger X\ne1$. Numbering from zero as Lean does, $n_{00}$ has the values $3/4$ and $1/4$ on the two points: the second value is pure augmentation charge, since orbital $0$ vanishes there.
